# Arthurs-Kelly bound for uncorrelated pairs with opposite commutators

Let \(x,p,y,q\) be symmetric operators and \(\psi\) a unit vector with \([x,p]\psi=i\hbar\psi\), \([y,q]\psi=-i\hbar\psi\) and \(\mathrm{Cov}(x,y)=\mathrm{Cov}(p,q)=0\). Then

\[
\mathrm{Var}(x+y)\,\mathrm{Var}(p+q)\ge\hbar^2 ,
\]

four times Heisenberg's value \(\hbar^2/4\). For \(\hbar\ne0\), equality holds exactly when \(\mathrm{Var}\,x=\mathrm{Var}\,y\), \(\mathrm{Var}\,p=\mathrm{Var}\,q\) and \(\mathrm{Var}\,x\,\mathrm{Var}\,p=\hbar^2/4\).

In a joint measurement of position and momentum, \(x,p\) belong to the system and \(y,q\) are the noise added by a meter. The opposite commutator lets the two sums commute; zero covariance expresses that system and meter are uncorrelated in these variables.

## Checking simulated heterodyne noise

A code that samples heterodyne outcomes for one mode with an uncorrelated meter can test its variances against this bound, once the outcomes are scaled to represent \(x+y\) and \(p+q\). In units where the vacuum has \(\mathrm{Var}\,x=\mathrm{Var}\,p=\hbar/2\), a vacuum meter adds \(\hbar/2\) to each variance. A vacuum signal should then give a product of \(\hbar^2\), up to sampling error; a result near \(\hbar^2/4\) suggests that the meter noise was left out, or that the outcomes still carry the factor \(1/\sqrt2\) of a balanced beam splitter.

In a truncated Fock basis, the canonical commutator fails only on the highest retained level. The commutator hypotheses therefore hold for states with no amplitude on that level in either mode.

## From Cauchy-Schwarz to four times Heisenberg

Write \(\langle A\rangle\) for the mean, \(V_A=\langle A^2\rangle-\langle A\rangle^2\) for the variance and \(\delta_A=(A-\langle A\rangle)\psi\). For symmetric \(A\),

\[
\|\delta_A\|^2=\|A\psi\|^2-2\langle A\rangle^2+\langle A\rangle^2=V_A .
\]

If \([A,B]\psi=ic\psi\) with \(c\) real and \(B\) also symmetric, then

\[
\langle A\psi,B\psi\rangle-\langle B\psi,A\psi\rangle=ic,
\qquad
\langle\delta_A,\delta_B\rangle=\langle A\psi,B\psi\rangle-\langle A\rangle\langle B\rangle .
\]

The means are real, so \(\mathrm{Im}\langle\delta_A,\delta_B\rangle=c/2\), and Cauchy-Schwarz gives \(V_AV_B\ge c^2/4\). Hence \(V_xV_p\) and \(V_yV_q\) are each at least \(\hbar^2/4\).

Expanding the square gives \(V_{x+y}=V_x+V_y+2\,\mathrm{Cov}(x,y)\), where \(\mathrm{Cov}(A,B)=\langle AB+BA\rangle/2-\langle A\rangle\langle B\rangle\). With zero covariances,

\[
V_{x+y}V_{p+q}=V_xV_p+V_yV_q+s,\qquad s=V_xV_q+V_yV_p .
\]

The cross terms satisfy

\[
s^2=(V_xV_q-V_yV_p)^2+4V_xV_pV_yV_q\ge\hbar^4/4 ,
\]

so \(s\ge\hbar^2/2\), and the total is at least \(\hbar^2\).

At equality, each estimate is tight: \(V_xV_p=V_yV_q=\hbar^2/4\) and \(s=\hbar^2/2\). The squared difference is then zero, so \(V_xV_q=V_yV_p=\hbar^2/4\) too. For \(\hbar\ne0\), cancelling nonzero factors gives \(V_x=V_y\) and \(V_p=V_q\). Conversely, these conditions give \((2V_x)(2V_p)=\hbar^2\).

If also \([x,q]\psi=[y,p]\psi=0\), then

\[
[x+y,p+q]\psi=i\hbar\psi-i\hbar\psi=0 .
\]

## The Lean file

```lean
import Mathlib

open Complex

namespace ArthursKelly

noncomputable section

variable {E : Type*} [NormedAddCommGroup E] [InnerProductSpace ℂ E]

/-- The expectation value of the observable `A` in the state `ψ`. -/
def mean (A : E →ₗ[ℂ] E) (ψ : E) : ℝ := (inner ℂ ψ (A ψ)).re

/-- The variance `⟨A²⟩ - ⟨A⟩²` in the state `ψ`. -/
def variance (A : E →ₗ[ℂ] E) (ψ : E) : ℝ :=
  (inner ℂ ψ (A (A ψ))).re - mean A ψ ^ 2

/-- The symmetrised covariance `⟨AB + BA⟩/2 - ⟨A⟩⟨B⟩` in the state `ψ`. -/
def covariance (A B : E →ₗ[ℂ] E) (ψ : E) : ℝ :=
  (inner ℂ ψ (A (B ψ) + B (A ψ))).re / 2 - mean A ψ * mean B ψ

/-- The canonical commutation relation `[A, B] ψ = i c ψ` on the vector `ψ`. -/
def CanonicalOn (A B : E →ₗ[ℂ] E) (c : ℝ) (ψ : E) : Prop :=
  A (B ψ) - B (A ψ) = (I * (c : ℂ)) • ψ

/-- The variance of a sum is the sum of the variances plus twice the covariance. -/
theorem variance_add (A B : E →ₗ[ℂ] E) (ψ : E) :
    variance (A + B) ψ = variance A ψ + variance B ψ + 2 * covariance A B ψ := by
  simp only [variance, covariance, mean, LinearMap.add_apply, map_add, inner_add_right,
    Complex.add_re]
  ring

/-- In a unit state, the variance of a symmetric observable is the squared length of
`(A - ⟨A⟩) ψ`. -/
theorem variance_eq_norm_sq {A : E →ₗ[ℂ] E} (hA : A.IsSymmetric) {ψ : E} (hψ : ‖ψ‖ = 1) :
    variance A ψ = ‖A ψ - (mean A ψ : ℂ) • ψ‖ ^ 2 := by
  have h1 : ‖A ψ‖ ^ 2 = (inner ℂ ψ (A (A ψ))).re := by
    rw [← hA ψ (A ψ)]
    exact (inner_self_eq_norm_sq (𝕜 := ℂ) (A ψ)).symm
  have h2 : RCLike.re (inner ℂ (A ψ) ((mean A ψ : ℂ) • ψ)) = mean A ψ ^ 2 := by
    rw [inner_smul_right, hA ψ ψ]
    simp [mean, sq]
  have h3 : ‖(mean A ψ : ℂ) • ψ‖ ^ 2 = mean A ψ ^ 2 := by
    rw [norm_smul, hψ, mul_one, Complex.norm_real, Real.norm_eq_abs, sq_abs]
  rw [norm_sub_sq (𝕜 := ℂ), h1, h2, h3, variance]
  ring

/-- Heisenberg's relation for symmetric `A` and `B`: if `[A, B] ψ = i c ψ` in a unit state, then
`Var A · Var B ≥ c²/4`. -/
theorem heisenberg {A B : E →ₗ[ℂ] E} (hA : A.IsSymmetric) (hB : B.IsSymmetric)
    {ψ : E} (hψ : ‖ψ‖ = 1) {c : ℝ} (h : CanonicalOn A B c ψ) :
    c ^ 2 / 4 ≤ variance A ψ * variance B ψ := by
  have hs : inner ℂ ψ ψ = (1 : ℂ) := by
    rw [inner_self_eq_norm_sq_to_K, hψ]; simp
  -- expectation values of symmetric operators are real
  have real : ∀ T : E →ₗ[ℂ] E, T.IsSymmetric → (inner ℂ ψ (T ψ)).im = 0 := by
    intro T hT
    have h1 := congrArg Complex.im (inner_conj_symm (𝕜 := ℂ) ψ (T ψ))
    rw [hT ψ ψ, Complex.conj_im] at h1
    linarith
  have ra := real A hA
  have rb := real B hB
  -- the commutator fixes the imaginary part of the inner product
  have k1 : inner ℂ (A ψ) (B ψ) - inner ℂ (B ψ) (A ψ) = I * (c : ℂ) := by
    unfold CanonicalOn at h
    rw [hA ψ (B ψ), hB ψ (A ψ), ← inner_sub_right, h, inner_smul_right, hs, mul_one]
  have k2 : (inner ℂ (B ψ) (A ψ)).im = -(inner ℂ (A ψ) (B ψ)).im := by
    rw [← inner_conj_symm (B ψ) (A ψ), Complex.conj_im]
  have k3 : (inner ℂ (A ψ) (B ψ)).im = c / 2 := by
    have h1 := congrArg Complex.im k1
    rw [Complex.sub_im, k2] at h1
    simp at h1
    linarith
  have k4 : (inner ℂ (A ψ - (mean A ψ : ℂ) • ψ) (B ψ - (mean B ψ : ℂ) • ψ)).im = c / 2 := by
    rw [← k3]
    simp only [inner_sub_left, inner_sub_right, inner_smul_left, inner_smul_right,
      Complex.conj_ofReal, hA ψ ψ, hs]
    simp [ra, rb]
  -- Cauchy-Schwarz for the two deviation vectors
  have k5 := (Complex.abs_im_le_norm _).trans
    (norm_inner_le_norm (𝕜 := ℂ) (A ψ - (mean A ψ : ℂ) • ψ) (B ψ - (mean B ψ : ℂ) • ψ))
  rw [k4] at k5
  have k6 := pow_le_pow_left₀ (abs_nonneg _) k5 2
  rw [sq_abs, mul_pow] at k6
  rw [variance_eq_norm_sq hA hψ, variance_eq_norm_sq hB hψ]
  linarith

/-- If two pairs of nonnegative spreads each obey `a b ≥ h²/4` and `c d ≥ h²/4`, their
cross terms obey `a d + c b ≥ h²/2`. -/
theorem cross_terms {a b c d h : ℝ} (ha : 0 ≤ a) (hb : 0 ≤ b) (hc : 0 ≤ c) (hd : 0 ≤ d)
    (hab : h ^ 2 / 4 ≤ a * b) (hcd : h ^ 2 / 4 ≤ c * d) : h ^ 2 / 2 ≤ a * d + c * b := by
  have h1 : h ^ 2 / 4 * (h ^ 2 / 4) ≤ a * b * (c * d) :=
    mul_le_mul hab hcd (by positivity) (by positivity)
  have h2 : (h ^ 2 / 2) ^ 2 ≤ (a * d + c * b) ^ 2 := by
    nlinarith [sq_nonneg (a * d - c * b)]
  exact (sq_le_sq₀ (by positivity) (by positivity)).mp h2

variable {x p y q : E →ₗ[ℂ] E} {ψ : E} {ħ : ℝ}

/-- If `[x, p] ψ = iħψ`, `[y, q] ψ = -iħψ` and the cross commutators `[x, q]` and `[y, p]` vanish on
`ψ`, then `x + y` and `p + q` commute on `ψ`. -/
theorem sums_commute (hxp : CanonicalOn x p ħ ψ) (hyq : CanonicalOn y q (-ħ) ψ)
    (hxq : x (q ψ) = q (x ψ)) (hyp : y (p ψ) = p (y ψ)) :
    (x + y) ((p + q) ψ) = (p + q) ((x + y) ψ) := by
  simp only [CanonicalOn, Complex.ofReal_neg] at hxp hyq
  simp only [LinearMap.add_apply, map_add]
  linear_combination (norm := module) hxp + hyq + hxq + hyp

/-- Arthurs-Kelly bound for symmetric operators `x, p, y, q` and a unit vector `ψ`: if `[x, p] ψ =
iħψ`, `[y, q] ψ = -iħψ` and the covariances of `x, y` and of `p, q` vanish, then `Var(x + y) · Var(p
+ q) ≥ ħ²`. -/
theorem arthurs_kelly (hx : x.IsSymmetric) (hp : p.IsSymmetric) (hy : y.IsSymmetric)
    (hq : q.IsSymmetric) (hψ : ‖ψ‖ = 1)
    (hxp : CanonicalOn x p ħ ψ) (hyq : CanonicalOn y q (-ħ) ψ)
    (cxy : covariance x y ψ = 0) (cpq : covariance p q ψ = 0) :
    ħ ^ 2 ≤ variance (x + y) ψ * variance (p + q) ψ := by
  have nn : ∀ T : E →ₗ[ℂ] E, T.IsSymmetric → 0 ≤ variance T ψ := fun T hT => by
    rw [variance_eq_norm_sq hT hψ]; positivity
  have h1 := heisenberg hx hp hψ hxp
  have h2 := heisenberg hy hq hψ hyq
  rw [neg_sq] at h2
  have h3 := cross_terms (nn x hx) (nn p hp) (nn y hy) (nn q hq) h1 h2
  rw [variance_add, variance_add, cxy, cpq]
  linarith

/-- For `ħ ≠ 0` the Arthurs-Kelly bound is attained exactly when `x, y` have equal variances,
`p, q` have equal variances, and `Var x · Var p = ħ²/4`. -/
theorem arthurs_kelly_eq_iff (hx : x.IsSymmetric) (hp : p.IsSymmetric) (hy : y.IsSymmetric)
    (hq : q.IsSymmetric) (hψ : ‖ψ‖ = 1) (hħ : ħ ≠ 0)
    (hxp : CanonicalOn x p ħ ψ) (hyq : CanonicalOn y q (-ħ) ψ)
    (cxy : covariance x y ψ = 0) (cpq : covariance p q ψ = 0) :
    variance (x + y) ψ * variance (p + q) ψ = ħ ^ 2 ↔
      variance x ψ = variance y ψ ∧ variance p ψ = variance q ψ ∧
        variance x ψ * variance p ψ = ħ ^ 2 / 4 := by
  have nn : ∀ T : E →ₗ[ℂ] E, T.IsSymmetric → 0 ≤ variance T ψ := fun T hT => by
    rw [variance_eq_norm_sq hT hψ]; positivity
  have h1 := heisenberg hx hp hψ hxp
  have h2 := heisenberg hy hq hψ hyq
  rw [neg_sq] at h2
  have h3 := cross_terms (nn x hx) (nn p hp) (nn y hy) (nn q hq) h1 h2
  rw [variance_add, variance_add, cxy, cpq]
  generalize variance x ψ = a at *
  generalize variance p ψ = b at *
  generalize variance y ψ = c at *
  generalize variance q ψ = d at *
  constructor
  · intro h
    -- every estimate used in the bound must be an equality
    have e0 : a * b + c * d + (a * d + c * b) = ħ ^ 2 := by linear_combination h
    have e1 : a * b = ħ ^ 2 / 4 := by linarith
    have e2 : c * d = ħ ^ 2 / 4 := by linarith
    have e3 : a * d + c * b = ħ ^ 2 / 2 := by linarith
    have e4 : (a * d - c * b) ^ 2 = 0 := by
      have e : (a * d - c * b) ^ 2 = (a * d + c * b) ^ 2 - 4 * (a * b) * (c * d) := by ring
      rw [e, e3, e1, e2]; ring
    have e5 : a * d - c * b = 0 := (pow_eq_zero_iff two_ne_zero).mp e4
    have hab : a * b ≠ 0 := by rw [e1]; positivity
    exact ⟨mul_right_cancel₀ (right_ne_zero_of_mul hab) (by linarith),
      mul_left_cancel₀ (left_ne_zero_of_mul hab) (by linarith), e1⟩
  · rintro ⟨rfl, rfl, h⟩
    linear_combination 4 * h

/-- The Pauli operator `σx` on the first of two qubits. -/
def X₁ : EuclideanSpace ℂ (Fin 4) →ₗ[ℂ] EuclideanSpace ℂ (Fin 4) where
  toFun v := !₂[v 2, v 3, v 0, v 1]
  map_add' u v := by ext i; fin_cases i <;> simp
  map_smul' c v := by ext i; fin_cases i <;> simp

/-- The Pauli operator `σy` on the first of two qubits. -/
def P₁ : EuclideanSpace ℂ (Fin 4) →ₗ[ℂ] EuclideanSpace ℂ (Fin 4) where
  toFun v := !₂[-I * v 2, -I * v 3, I * v 0, I * v 1]
  map_add' u v := by ext i; fin_cases i <;> simp <;> ring
  map_smul' c v := by ext i; fin_cases i <;> simp <;> ring

/-- The Pauli operator `σx` on the second of two qubits. -/
def X₂ : EuclideanSpace ℂ (Fin 4) →ₗ[ℂ] EuclideanSpace ℂ (Fin 4) where
  toFun v := !₂[v 1, v 0, v 3, v 2]
  map_add' u v := by ext i; fin_cases i <;> simp
  map_smul' c v := by ext i; fin_cases i <;> simp

/-- The operator `-σy` on the second of two qubits. -/
def P₂ : EuclideanSpace ℂ (Fin 4) →ₗ[ℂ] EuclideanSpace ℂ (Fin 4) where
  toFun v := !₂[I * v 1, -I * v 0, I * v 3, -I * v 2]
  map_add' u v := by ext i; fin_cases i <;> simp <;> ring
  map_smul' c v := by ext i; fin_cases i <;> simp <;> ring

/-- The first basis state of two qubits. -/
def up : EuclideanSpace ℂ (Fin 4) := !₂[1, 0, 0, 0]

/-- The two-qubit operators and the state `up` meet all hypotheses of the Arthurs-Kelly bound
with `ħ = 2`, have vanishing cross commutators on `up`, and attain the bound. -/
theorem arthurs_kelly_witness :
    (X₁.IsSymmetric ∧ P₁.IsSymmetric ∧ X₂.IsSymmetric ∧ P₂.IsSymmetric) ∧ ‖up‖ = 1 ∧
    (CanonicalOn X₁ P₁ 2 up ∧ CanonicalOn X₂ P₂ (-2) up) ∧
    (X₁ (P₂ up) = P₂ (X₁ up) ∧ X₂ (P₁ up) = P₁ (X₂ up)) ∧
    (covariance X₁ X₂ up = 0 ∧ covariance P₁ P₂ up = 0) ∧
    variance (X₁ + X₂) up * variance (P₁ + P₂) up = 2 ^ 2 := by
  refine ⟨⟨?_, ?_, ?_, ?_⟩, ?_, ⟨?_, ?_⟩, ⟨?_, ?_⟩, ⟨?_, ?_⟩, ?_⟩
  iterate 4
    · intro u v
      simp [X₁, P₁, X₂, P₂, PiLp.inner_apply, Fin.sum_univ_four]
      all_goals ring
  · simp [up, EuclideanSpace.norm_eq, Fin.sum_univ_four]
  iterate 2
    · unfold CanonicalOn
      ext i
      fin_cases i <;> simp [X₁, P₁, X₂, P₂, up]
      all_goals ring
  iterate 2
    · ext i
      fin_cases i <;> simp [X₁, P₁, X₂, P₂, up]
  iterate 2
    · simp [covariance, mean, X₁, P₁, X₂, P₂, up, PiLp.inner_apply, Fin.sum_univ_four]
  · simp [variance, mean, X₁, P₁, X₂, P₂, up, PiLp.inner_apply, Fin.sum_univ_four]
    norm_num

end

end ArthursKelly
```

```lean
#print axioms ArthursKelly.sums_commute
-- 'ArthursKelly.sums_commute' depends on axioms: [propext, Classical.choice, Quot.sound]
#print axioms ArthursKelly.arthurs_kelly
-- 'ArthursKelly.arthurs_kelly' depends on axioms: [propext, Classical.choice, Quot.sound]
#print axioms ArthursKelly.arthurs_kelly_eq_iff
-- 'ArthursKelly.arthurs_kelly_eq_iff' depends on axioms: [propext, Classical.choice, Quot.sound]
```

## Operators, states and the reach of the theorem

The type `E` is a complex inner product space, not necessarily complete. It can therefore be a common invariant domain of unbounded operators, which appear as linear maps satisfying `IsSymmetric`. `CanonicalOn A B c ψ` imposes the commutator on the given vector only, and `mean`, `variance` and `covariance` are the formulas above.

`variance_eq_norm_sq` supplies the deviation norm, and `heisenberg` carries out the Cauchy-Schwarz step. `variance_add` expands the sums; `cross_terms` bounds \(s\), with `nlinarith` using the squared difference. `arthurs_kelly` combines them by `linarith`. In `arthurs_kelly_eq_iff`, the letters `a, b, c, d` stand for \(V_x,V_p,V_y,V_q\), and `e0` to `e5` trace equality back.

The bound itself does not assume vanishing cross commutators; only `sums_commute` does, and it concludes commutation on \(\psi\) alone. The theorem constrains operator variances: it contains no meter coupling, time evolution or outcome distribution, and the zero covariances are assumed.

`arthurs_kelly_witness` shows that the hypotheses are consistent and the bound attainable. It uses \(\sigma_x,\sigma_y\) on one qubit and \(\sigma_x,-\sigma_y\) on another, with \(\hbar=2\). In the state `up` each variance is 1, so both sums have variance 2 and the product is 4.

Another model would place system and meter in a tensor product and take \(\psi\) to be a product state. Zero covariances and vanishing cross commutators would then follow from the construction, but correlated states that happen to have zero covariances would be excluded.
